# Carlson–Keller in finite dimension: the two reduced density matrices of a bipartite pure state have the same nonzero eigenvalues with the same degeneracies

Take a pure state of N ≥ 3 electrons, expanded in K spin orbitals, and set one electron apart from the others. The density matrix of that electron is K by K. The density matrix of the remaining N − 1 electrons, written in the product basis, has K^(N−1) rows. The second matrix looks as if it could have a far richer spectrum than the first. It does not: apart from zeros, the two spectra coincide, so the large matrix has at most K nonzero eigenvalues, counted with degeneracy.

Antisymmetry plays no part in this. What matters is that a pure state is divided into two parts, A and B. With orthonormal basis states |a_i⟩ of A and |b_j⟩ of B, the state is

|Ψ⟩ = Σ_i Σ_j C_ij |a_i⟩|b_j⟩.

The index i runs over a finite set m and j over a finite set n, and |m| and |n| denote the numbers of their elements, which are the dimensions of the two subsystems. For the electrons above, i labels one spin orbital and j a list of N − 1 of them.

The name Carlson–Keller is usually attached to the p-electron and (N − p)-electron density matrices of an N-electron wavefunction. A finite one-particle basis brings that situation into the present form, with lists of orbitals as indices; wavefunctions of continuous variables would need operators on infinite-dimensional spaces, which are not treated here.

```lean
import Mathlib

open Matrix
open scoped ComplexOrder

namespace CarlsonKeller

noncomputable section

variable {m n : Type*} [Fintype m] [Fintype n]
```

## Reduced density matrices from the coefficients

Tracing out B leaves the matrix with elements

(ρ_A)_ii' = Σ_j C_ij C̄_i'j = (C C†)_ii',

where the bar is complex conjugation and C† is the conjugate transpose, `Cᴴ` in Lean.

```lean
/-- The reduced density matrix `C C*` of the first subsystem, for a pure state with
coefficient matrix `C`. -/
def reducedA (C : Matrix m n ℂ) : Matrix m m ℂ := C * Cᴴ
```

Tracing out A gives

(ρ_B)_jj' = Σ_i C_ij C̄_ij' = (C† C)_j'j.

The indices on the right are in reverse order, so ρ_B is the transpose of C† C. The definitions take these matrix products as their starting point; the partial traces that lead to them are the calculation just given.

```lean
/-- The reduced density matrix `(C* C)ᵀ` of the second subsystem, for a pure state with
coefficient matrix `C`. -/
def reducedB (C : Matrix m n ℂ) : Matrix n n ℂ := (Cᴴ * C)ᵀ
```

The degeneracy of a number μ for a square matrix M is the dimension of the space of column vectors v with M v = μ v. It is zero when μ is not an eigenvalue. In Lean, `M.mulVecLin` is the linear map v ↦ M v, `Module.End.eigenspace` is the subspace of solutions, and `Module.finrank` is its dimension as a natural number.

```lean
/-- The degeneracy of `μ` for a square matrix `M`: the dimension of the space of vectors `v`
with `M v = μ v`. -/
def degeneracy (M : Matrix n n ℂ) (μ : ℂ) : ℕ :=
  Module.finrank ℂ (Module.End.eigenspace M.mulVecLin μ)
```

## Carrying eigenvectors across

In this section A and B denote matrices, not the two subsystems: A is any matrix with rows in m and columns in n, and B any matrix with rows in n and columns in m. Suppose A B v = μ v with μ ≠ 0. Then

(B A)(B v) = B (A B v) = μ (B v),

so B sends the μ-eigenspace of A B into the μ-eigenspace of B A. No nonzero vector is lost on the way: if B v = 0, then μ v = A (B v) = 0, and hence v = 0 because μ ≠ 0. An injective linear map cannot lower the dimension, so the degeneracy of μ for A B is at most its degeneracy for B A.

```lean
/-- For `μ ≠ 0`, the degeneracy of `μ` for `A B` is at most its degeneracy for `B A`. -/
theorem degeneracy_mul_le (A : Matrix m n ℂ) (B : Matrix n m ℂ) {μ : ℂ} (hμ : μ ≠ 0) :
    degeneracy (A * B) μ ≤ degeneracy (B * A) μ := by
  -- `B` carries eigenvectors of `A B` to eigenvectors of `B A`
  have hmap : ∀ v ∈ Module.End.eigenspace (A * B).mulVecLin μ,
      B.mulVecLin v ∈ Module.End.eigenspace (B * A).mulVecLin μ := by
    intro v hv
    rw [Module.End.mem_eigenspace_iff, Matrix.mulVecLin_apply] at hv
    rw [Module.End.mem_eigenspace_iff, Matrix.mulVecLin_apply, Matrix.mulVecLin_apply,
      Matrix.mulVec_mulVec, Matrix.mul_assoc, ← Matrix.mulVec_mulVec, hv, Matrix.mulVec_smul]
  -- and loses none of them, because `A` brings them back multiplied by `μ`
  apply LinearMap.finrank_le_finrank_of_injective (f := B.mulVecLin.restrict hmap)
  rw [injective_iff_map_eq_zero]
  rintro ⟨v, hv⟩ h0
  have hBv : B *ᵥ v = 0 := congrArg Subtype.val h0
  rw [Module.End.mem_eigenspace_iff, Matrix.mulVecLin_apply, ← Matrix.mulVec_mulVec, hBv,
    Matrix.mulVec_zero] at hv
  exact Subtype.ext ((smul_eq_zero.mp hv.symm).resolve_left hμ)
```

The first block, `hmap`, is the displayed equation: the rewrites regroup the product, insert the eigenvalue equation `hv` and pull μ out. The last lines are the injectivity argument, with `resolve_left hμ` using μ ≠ 0 to conclude v = 0.

The device that joins the two halves is `LinearMap.restrict`. As it stands, `B.mulVecLin` is a map between the full spaces of column vectors, and there it may well fail to be injective, for instance whenever |m| > |n|. Given `hmap`, the expression `B.mulVecLin.restrict hmap` is the same map with its domain cut down to one eigenspace and its target to the other. An element of an eigenspace is then a pair ⟨v, hv⟩: a vector together with a proof that it satisfies the eigenvalue equation. This is why the injectivity argument has the equation `hv` at hand as soon as it picks a vector. `congrArg Subtype.val` passes from an equation between such pairs to the equation B v = 0 between ordinary vectors, and `Subtype.ext` goes back. The lemma `LinearMap.finrank_le_finrank_of_injective` turns injectivity of the restricted map into the inequality between dimensions.

## Transposition leaves degeneracies unchanged

The matrix ρ_B is the transpose of C† C, so the transpose has to be dealt with. The equation M v = μ v says that v lies in the kernel of M − μ1. By rank–nullity, for M with rows and columns in n,

degeneracy(M, μ) + rank(M − μ1) = |n|.

```lean
/-- Rank-nullity for eigenspaces: the degeneracy of `μ` and the rank of `M - μ` add up to the
dimension of the space. -/
theorem degeneracy_add_rank [DecidableEq n] (M : Matrix n n ℂ) (μ : ℂ) :
    degeneracy M μ + (M - μ • (1 : Matrix n n ℂ)).rank = Fintype.card n := by
  have hker : Module.End.eigenspace M.mulVecLin μ
      = LinearMap.ker (M - μ • (1 : Matrix n n ℂ)).mulVecLin := by
    ext v
    rw [Module.End.mem_eigenspace_iff, LinearMap.mem_ker, Matrix.mulVecLin_apply,
      Matrix.mulVecLin_apply, Matrix.sub_mulVec, Matrix.smul_mulVec, Matrix.one_mulVec,
      sub_eq_zero]
  have h := LinearMap.finrank_range_add_finrank_ker (M - μ • (1 : Matrix n n ℂ)).mulVecLin
  rw [Module.finrank_fintype_fun_eq_card] at h
  unfold degeneracy Matrix.rank
  rw [hker, add_comm]
  exact h
```

The step `hker` identifies the eigenspace with that kernel, and `LinearMap.finrank_range_add_finrank_ker` is rank–nullity itself.

Since Mᵀ − μ1 = (M − μ1)ᵀ, and a matrix and its transpose have equal rank, the same identity for Mᵀ contains the same rank and the same |n|. The degeneracies are therefore equal. This holds for every square complex matrix, Hermitian or not, although the eigenvectors of M and Mᵀ generally differ.

```lean
/-- A matrix and its transpose have the same degeneracy for every `μ`. -/
theorem degeneracy_transpose (M : Matrix n n ℂ) (μ : ℂ) :
    degeneracy Mᵀ μ = degeneracy M μ := by
  classical
  have h1 := degeneracy_add_rank M μ
  have h2 := degeneracy_add_rank Mᵀ μ
  have hT : Mᵀ - μ • (1 : Matrix n n ℂ) = (M - μ • (1 : Matrix n n ℂ))ᵀ := by
    rw [Matrix.transpose_sub, Matrix.transpose_smul, Matrix.transpose_one]
  rw [hT, Matrix.rank_transpose] at h2
  omega
```

The two instances of rank–nullity are `h1` and `h2`. Once the ranks in them agree, `omega` does the remaining arithmetic of natural numbers.

## Trace and rank

The diagonal elements of C C† are sums of squared moduli, so

tr ρ_A = Σ_i Σ_j C_ij C̄_ij = Σ_i Σ_j |C_ij|².

This is the squared norm of the state.

```lean
/-- The trace of `C C*` is the sum of the squared moduli of the coefficients. -/
theorem trace_reducedA (C : Matrix m n ℂ) :
    (reducedA C).trace = ((∑ i, ∑ j, ‖C i j‖ ^ 2 : ℝ) : ℂ) := by
  simp only [reducedA, Matrix.trace, Matrix.diag_apply, Matrix.mul_apply,
    Matrix.conjTranspose_apply]
  push_cast
  exact Finset.sum_congr rfl fun i _ => Finset.sum_congr rfl fun j _ => Complex.mul_conj' _
```

The right-hand side in Lean is a real number regarded as a complex one, because the trace of a complex matrix is complex. `push_cast` moves that embedding inside the sums, and `Complex.mul_conj'` is the identity z z̄ = |z|² for each term.

For the rank, note that C† C x = 0 implies x† C† C x = ‖C x‖² = 0, and so C x = 0. Thus C† C and C have the same kernel, and by rank–nullity the same rank. Applied to C†, the argument gives rank(C C†) = rank(C†) = rank(C). Transposition does not alter the rank, so

rank ρ_A = rank C = rank ρ_B.

```lean
/-- Both reduced density matrices have the rank of the coefficient matrix. -/
theorem rank_reduced (C : Matrix m n ℂ) :
    (reducedA C).rank = C.rank ∧ (reducedB C).rank = C.rank := by
  constructor
  · exact Matrix.rank_self_mul_conjTranspose C
  · rw [reducedB, Matrix.rank_transpose]
    exact Matrix.rank_conjTranspose_mul_self C
```

Mathlib has both rank identities, and the proof cites them. The common rank is the number of terms in a Schmidt decomposition of the state. It is at most the smaller of |m| and |n|. If A is a small fragment and B its large environment, a given pure state can therefore be written exactly with at most |m| orthonormal states of B. Density matrix embedding theory builds on this fact; since these states of B depend on |Ψ⟩, it takes them in practice from an approximate wavefunction.

## The spectra compared

Suppose that the state is normalised, Σ_i Σ_j |C_ij|² = 1. Four facts then come together.

Both matrices are positive semidefinite. For ρ_A,

x† C C† x = ‖C† x‖² ≥ 0,

and the same argument applies to C† C. Its transpose inherits the property because x† Mᵀ x = (x̄)† M x̄.

Both have trace one: tr ρ_A is the squared norm of the state, and by cyclicity

tr ρ_B = tr(C† C) = tr(C C†) = 1.

For μ ≠ 0, the inequality for products is used twice, once with the pair C, C† and once with the pair C†, C. This gives equal degeneracies for C C† and C† C, and transposition carries the result to ρ_B. The ranks agree because both equal rank C.

```lean
/-- **Carlson-Keller theorem.** For a normalised bipartite pure state, both reduced density
matrices are positive semidefinite with trace one, every nonzero `μ` has the same degeneracy
in both, and their ranks are equal. -/
theorem carlson_keller (C : Matrix m n ℂ) (hC : ∑ i, ∑ j, ‖C i j‖ ^ 2 = 1) :
    ((reducedA C).PosSemidef ∧ (reducedA C).trace = 1) ∧
    ((reducedB C).PosSemidef ∧ (reducedB C).trace = 1) ∧
    (∀ μ : ℂ, μ ≠ 0 → degeneracy (reducedA C) μ = degeneracy (reducedB C) μ) ∧
    (reducedA C).rank = (reducedB C).rank := by
  have htr : (reducedA C).trace = 1 := by
    rw [trace_reducedA, hC, Complex.ofReal_one]
  refine ⟨⟨Matrix.posSemidef_self_mul_conjTranspose C, htr⟩,
    ⟨(Matrix.posSemidef_conjTranspose_mul_self C).transpose, ?_⟩, ?_, ?_⟩
  · -- cyclicity of the trace
    rw [reducedB, Matrix.trace_transpose, Matrix.trace_mul_comm]
    exact htr
  · intro μ hμ
    rw [reducedB, degeneracy_transpose]
    exact le_antisymm (degeneracy_mul_le C Cᴴ hμ) (degeneracy_mul_le Cᴴ C hμ)
  · rw [(rank_reduced C).1, (rank_reduced C).2]
```

The hypothesis `hC` is the normalisation, and only the two trace statements use it. `PosSemidef` includes Hermiticity. The number μ ranges over all nonzero complex numbers; those that are not eigenvalues have degeneracy zero on both sides. `le_antisymm` combines the two opposite inequalities into an equality.

With trace one, the eigenvalues are probabilities. In the example of one electron against the rest, the usual natural occupation numbers, which add up to N, are N times the eigenvalues of ρ_A.

## Each natural orbital with nonzero occupation has a partner

The eigenvectors of ρ_A are called natural orbitals here, a name that fits literally when A is a single electron. The partner of such an eigenvector is a state of B: in the example of one electron against N − 1 others, it is an (N − 1)-electron state and not an orbital. Equal degeneracies say how many eigenvectors there are, but not which belongs to which. Let ρ_A v = p v with p real, and define

w = Cᵀ v̄, that is, w_j = Σ_i C_ij v̄_i.

For a normalised v, this w is the unnormalised state in which B is left when A is found in v. Conjugating the eigenvalue equation gives

C̄ Cᵀ v̄ = p v̄.

Since ρ_B = Cᵀ C̄, it follows that

ρ_B w = Cᵀ (C̄ Cᵀ v̄) = p Cᵀ v̄ = p w,

w† w = vᵀ C̄ Cᵀ v̄ = p vᵀ v̄ = p v† v.

If v is normalised and p > 0, the normalised partner is therefore w/√p. If p = 0, then w = 0 and there is no partner.

```lean
/-- Pairing of natural orbitals: if `v` satisfies `ρ_A v = p v` with `p` real, then
`w = Cᵀ v̄` satisfies `ρ_B w = p w`, and its squared norm is `p` times that of `v`. -/
theorem partner_orbital (C : Matrix m n ℂ) (v : m → ℂ) (p : ℝ)
    (h : reducedA C *ᵥ v = (p : ℂ) • v) :
    reducedB C *ᵥ (Cᵀ *ᵥ star v) = (p : ℂ) • (Cᵀ *ᵥ star v) ∧
    star (Cᵀ *ᵥ star v) ⬝ᵥ (Cᵀ *ᵥ star v) = (p : ℂ) * (star v ⬝ᵥ v) := by
  -- the complex conjugate of the eigenvalue equation
  have key : (C * Cᴴ)ᵀ *ᵥ star v = (p : ℂ) • star v := by
    have h' := congrArg star h
    rw [reducedA, Matrix.star_mulVec, Matrix.conjTranspose_mul,
      Matrix.conjTranspose_conjTranspose, star_smul] at h'
    rw [Matrix.mulVec_transpose, h']
    simp
  constructor
  · rw [reducedB, Matrix.transpose_mul, Matrix.mulVec_mulVec, Matrix.mul_assoc,
      ← Matrix.transpose_mul C Cᴴ, ← Matrix.mulVec_mulVec, key, Matrix.mulVec_smul]
  · have hT : (Cᵀ)ᴴ = (Cᴴ)ᵀ := rfl
    rw [Matrix.star_mulVec, star_star, ← Matrix.dotProduct_mulVec, Matrix.mulVec_mulVec, hT,
      ← Matrix.transpose_mul C Cᴴ, key, dotProduct_smul, smul_eq_mul,
      dotProduct_comm v (star v)]
```

In Lean, `star v` is v̄ and `⬝ᵥ` is the sum of products without conjugation, so `star v ⬝ᵥ v` is v† v. The step `key` is the conjugated equation, with C̄ Cᵀ written as `(C * Cᴴ)ᵀ`. Both conclusions follow by regrouping products until `key` applies. Asking for a real p excludes nothing when v ≠ 0, because ρ_A is Hermitian. Nor is normalisation of C assumed; with it, p is the probability of finding A in the normalised state v.

## Where the zero eigenvalue differs

Let a two-level system be entangled with a three-level system, with coefficients C_11 = C_22 = 1/√2 and all others zero. Then

ρ_A = diag(1/2, 1/2), ρ_B = diag(1/2, 1/2, 0).

The eigenvalue 1/2 is doubly degenerate in both. Zero has degeneracy 0 in ρ_A and 1 in ρ_B, so equality of degeneracies can fail at μ = 0 when the subsystems have different dimensions.

The size of the mismatch follows from rank–nullity at μ = 0. With d_A and d_B for the two degeneracies of zero and r for the common rank,

d_A + r = |m|, d_B + r = |n|,

and eliminating r gives

d_A + |n| = d_B + |m|.

In the example this reads 0 + 3 = 1 + 2. The degeneracies of zero therefore agree exactly when |m| = |n|.

```lean
/-- The degeneracies of the eigenvalue zero in the two reduced density matrices differ by
exactly the difference of the dimensions of the subsystems. -/
theorem degeneracy_zero (C : Matrix m n ℂ) :
    degeneracy (reducedA C) 0 + Fintype.card n
      = degeneracy (reducedB C) 0 + Fintype.card m := by
  classical
  have hA := degeneracy_add_rank (reducedA C) 0
  have hB := degeneracy_add_rank (reducedB C) 0
  rw [zero_smul, sub_zero, (rank_reduced C).1] at hA
  rw [zero_smul, sub_zero, (rank_reduced C).2] at hB
  omega

end

end CarlsonKeller
```

The steps `hA` and `hB` are the two equations with r, and `omega` eliminates it. The result is written with sums because subtraction of natural numbers in Lean stops at zero.

```lean
#print axioms CarlsonKeller.carlson_keller
#print axioms CarlsonKeller.partner_orbital
#print axioms CarlsonKeller.degeneracy_zero
```

```
'CarlsonKeller.carlson_keller' depends on axioms: [propext, Classical.choice, Quot.sound]
'CarlsonKeller.partner_orbital' depends on axioms: [propext, Classical.choice, Quot.sound]
'CarlsonKeller.degeneracy_zero' depends on axioms: [propext, Classical.choice, Quot.sound]
```
